# A nucleus with N electrons in equilibrium feels the force (Z − N)F in a uniform field

Put an atom in a uniform electric field $F$ and hold its nucleus still while the electrons settle. The field pulls the nucleus, of charge $Z$, with the force $ZF$. It also pulls the electrons the other way until their attraction to the nucleus stops them, and that attraction acts back on the nucleus. I expect the nucleus to end up feeling $(Z-N)F$ with $N$ electrons of charge $-1$, so that in a neutral atom it feels nothing at all.

The argument I know is one sentence about action and reaction. I would like to see it made rigorous and machine-checked for a general interaction energy, not only for pair forces. What has to be assumed about the energy, and where does the equilibrium of the electrons enter?

## Internal forces cancel, and equilibrium leaves the rest to the nuclei

For electrons treated as classical point charges, two assumptions on the interaction energy are enough: it doesn't change when all particles are shifted together, and it is differentiable at the configuration considered. Equilibrium enters only at the end, and the argument works for several nuclei in any dimension.

Let $M$ nuclei with charges $Z_a$ sit at $R_a$, and $N$ electrons of charge $-1$ at $x_i$, all in $d$-dimensional space. Let $U(R,x)$ be their interaction energy, without the external field. The total forces on nucleus $a$ and on electron $i$ are

$$
f_a = -\nabla_{R_a}U + Z_a F, \qquad g_i = -\nabla_{x_i}U - F .
$$

Shift every particle by $tc$, where $c$ is a fixed vector and $t$ a real number. The energy stays the same, so its derivative with respect to $t$ at $t=0$ vanishes:

$$
0=\frac{d}{dt}U(R+tc,\,x+tc)\Big|_{t=0}
= c\cdot\Big(\sum_a \nabla_{R_a}U+\sum_i\nabla_{x_i}U\Big).
$$

This holds for every $c$, in particular for each unit vector $e_k$, so the bracket is zero. The internal forces therefore cancel in the sum over all particles, and only the field terms remain:

$$
\sum_a f_a+\sum_i g_i=\Big(\sum_a Z_a-N\Big)F .
$$

Up to this point the electrons may be anywhere. If each of them is in equilibrium, every $g_i$ is zero and

$$
\sum_a f_a=\Big(\sum_a Z_a-N\Big)F .
$$

For one nucleus of charge $Z$ the left side is the force on that nucleus, which is then $(Z-N)F$. It equals the bare force $ZF$ exactly when $NF=0$, that is, when there are no electrons or no field.

A harmonic atom shows the mechanism. Bind each electron to the nucleus at $X$ by a spring of stiffness $k>0$, so that $U=\tfrac{k}{2}\sum_i|x_i-X|^2$. The force on electron $i$ is $-k(x_i-X)-F$, which vanishes at $x_i-X=-F/k$. Each stretched spring then pulls the nucleus with $k(x_i-X)=-F$. Together the springs contribute $-NF$, whatever their stiffness, and the field adds $ZF$.

The Lean file proves the sum rule, its one-nucleus form, the comparison with the bare force, and the fact that the harmonic atom satisfies the assumptions.

```lean
import Mathlib

namespace ScreenedNuclearForce

noncomputable section

/-- Positions of `M` nuclei and `N` electrons in `d`-dimensional space. -/
abbrev Config (M N d : ℕ) := (Fin M → Fin d → ℝ) × (Fin N → Fin d → ℝ)

variable {M N d : ℕ}

/-- The energy is unchanged when all nuclei and electrons are shifted by the same vector. -/
def TranslationInvariant (U : Config M N d → ℝ) : Prop :=
  ∀ (c : Fin d → ℝ) (R : Fin M → Fin d → ℝ) (x : Fin N → Fin d → ℝ),
    U (fun a => R a + c, fun i => x i + c) = U (R, x)

/-- Total force on nucleus `a`: minus the energy gradient, plus charge times field. -/
def nuclearForce (dU : Config M N d →L[ℝ] ℝ) (Z : Fin M → ℝ) (F : Fin d → ℝ)
    (a : Fin M) : Fin d → ℝ :=
  fun k => -dU (Pi.single a (Pi.single k 1), 0) + Z a * F k

/-- Total force on electron `i`, of charge `-1`: minus the energy gradient, minus the field. -/
def electronForce (dU : Config M N d →L[ℝ] ℝ) (F : Fin d → ℝ)
    (i : Fin N) : Fin d → ℝ :=
  fun k => -dU (0, Pi.single i (Pi.single k 1)) - F k

/-- The differential of a translation-invariant energy vanishes on a common displacement. -/
theorem differential_translation {U : Config M N d → ℝ} {dU : Config M N d →L[ℝ] ℝ}
    {q : Config M N d} (hinv : TranslationInvariant U) (hU : HasFDerivAt U dU q)
    (c : Fin d → ℝ) : dU (fun _ => c, fun _ => c) = 0 := by
  have h : HasDerivAt
      (fun t : ℝ => U (q + t • ((fun _ => c, fun _ => c) : Config M N d)))
      (dU (fun _ => c, fun _ => c)) 0 := hU.hasLineDerivAt _
  -- along the translation the energy is constant
  have hc : (fun t : ℝ => U (q + t • ((fun _ => c, fun _ => c) : Config M N d)))
      = fun _ => U q := funext fun t => hinv (t • c) q.1 q.2
  rw [hc] at h
  exact h.unique (hasDerivAt_const _ _)

/-- The forces on all particles add up to the total charge times the field,
whether or not the electrons are in equilibrium. -/
theorem sum_all_forces {U : Config M N d → ℝ} {dU : Config M N d →L[ℝ] ℝ}
    {q : Config M N d} (hinv : TranslationInvariant U) (hU : HasFDerivAt U dU q)
    (Z : Fin M → ℝ) (F : Fin d → ℝ) :
    ∑ a, nuclearForce dU Z F a + ∑ i, electronForce dU F i
      = (∑ a, Z a - (N : ℝ)) • F := by
  ext k
  have h := differential_translation hinv hU (Pi.single k 1)
  -- a common displacement is the sum of the single-particle displacements
  have hsplit : ((fun _ => Pi.single k 1, fun _ => Pi.single k 1) : Config M N d)
      = ∑ a : Fin M, ((Pi.single a (Pi.single k 1), 0) : Config M N d)
        + ∑ i : Fin N, ((0, Pi.single i (Pi.single k 1)) : Config M N d) := by
    apply Prod.ext
    · simp only [Prod.fst_add, Prod.fst_sum, Finset.sum_const_zero, add_zero]
      exact (Finset.univ_sum_single
        (fun _ : Fin M => (Pi.single k 1 : Fin d → ℝ))).symm
    · simp only [Prod.snd_add, Prod.snd_sum, Finset.sum_const_zero, zero_add]
      exact (Finset.univ_sum_single
        (fun _ : Fin N => (Pi.single k 1 : Fin d → ℝ))).symm
  rw [hsplit, map_add, map_sum, map_sum] at h
  simp only [nuclearForce, electronForce, Pi.add_apply, Finset.sum_apply, Pi.smul_apply,
    smul_eq_mul, Finset.sum_add_distrib, Finset.sum_sub_distrib, Finset.sum_neg_distrib,
    Finset.sum_const, Finset.card_univ, Fintype.card_fin, nsmul_eq_mul, ← Finset.sum_mul]
  linear_combination -h

/-- The nuclei together feel the total charge times the field exactly when the
forces on the electrons sum to zero. -/
theorem sum_nuclearForce_iff {U : Config M N d → ℝ} {dU : Config M N d →L[ℝ] ℝ}
    {q : Config M N d} (hinv : TranslationInvariant U) (hU : HasFDerivAt U dU q)
    (Z : Fin M → ℝ) (F : Fin d → ℝ) :
    ∑ a, nuclearForce dU Z F a = (∑ a, Z a - (N : ℝ)) • F
      ↔ ∑ i, electronForce dU F i = 0 := by
  rw [← sum_all_forces hinv hU Z F]
  exact left_eq_add

/-- With every electron in equilibrium in a uniform field, the total force on the nuclei is
the nuclear charge minus the number of electrons, times the field. -/
theorem sum_nuclearForce_of_equilibrium {U : Config M N d → ℝ}
    {dU : Config M N d →L[ℝ] ℝ} {q : Config M N d}
    (hinv : TranslationInvariant U) (hU : HasFDerivAt U dU q)
    (Z : Fin M → ℝ) (F : Fin d → ℝ) (heq : ∀ i, electronForce dU F i = 0) :
    ∑ a, nuclearForce dU Z F a = (∑ a, Z a - (N : ℝ)) • F :=
  (sum_nuclearForce_iff hinv hU Z F).2 (Finset.sum_eq_zero fun i _ => heq i)

/-- A single nucleus of charge `Z` with `N` electrons in equilibrium feels the
force `(Z - N) F`. -/
theorem atom_nuclearForce {U : Config 1 N d → ℝ} {dU : Config 1 N d →L[ℝ] ℝ}
    {q : Config 1 N d} (hinv : TranslationInvariant U) (hU : HasFDerivAt U dU q)
    (Z : ℝ) (F : Fin d → ℝ) (heq : ∀ i, electronForce dU F i = 0) :
    nuclearForce dU (fun _ => Z) F 0 = (Z - (N : ℝ)) • F := by
  simpa using sum_nuclearForce_of_equilibrium hinv hU (fun _ => Z) F heq

/-- For an atom with its electrons in equilibrium, the total force on the nucleus equals the bare
force `Z F` exactly when there are no electrons or no field. -/
theorem atom_nuclearForce_eq_bare_iff {U : Config 1 N d → ℝ}
    {dU : Config 1 N d →L[ℝ] ℝ} {q : Config 1 N d}
    (hinv : TranslationInvariant U) (hU : HasFDerivAt U dU q)
    (Z : ℝ) (F : Fin d → ℝ) (heq : ∀ i, electronForce dU F i = 0) :
    nuclearForce dU (fun _ => Z) F 0 = Z • F ↔ N = 0 ∨ F = 0 := by
  rw [atom_nuclearForce hinv hU Z F heq, sub_smul, sub_eq_self, smul_eq_zero,
    Nat.cast_eq_zero]

/-- Component `j` of the position of electron `i` relative to the nucleus. -/
def displacement (i : Fin N) (j : Fin d) : Config 1 N d →L[ℝ] ℝ :=
  (ContinuousLinearMap.proj (R := ℝ) (φ := fun _ : Fin d => ℝ) j).comp
    ((ContinuousLinearMap.proj (R := ℝ) (φ := fun _ : Fin N => Fin d → ℝ) i).comp
      (ContinuousLinearMap.snd ℝ (Fin 1 → Fin d → ℝ) (Fin N → Fin d → ℝ)))
  - (ContinuousLinearMap.proj (R := ℝ) (φ := fun _ : Fin d => ℝ) j).comp
    ((ContinuousLinearMap.proj (R := ℝ) (φ := fun _ : Fin 1 => Fin d → ℝ) 0).comp
      (ContinuousLinearMap.fst ℝ (Fin 1 → Fin d → ℝ) (Fin N → Fin d → ℝ)))

/-- Energy of electrons bound to the nucleus by springs of stiffness `k`. -/
def harmonicEnergy (k : ℝ) (q : Config 1 N d) : ℝ :=
  ∑ i, ∑ j, k / 2 * (displacement i j q) ^ 2

/-- The linear form `∑ k u du`, with `u` the electron displacements at `q`. -/
def harmonicDifferential (k : ℝ) (q : Config 1 N d) : Config 1 N d →L[ℝ] ℝ :=
  ∑ i, ∑ j, (k * displacement i j q) • displacement i j

/-- The configuration with every electron displaced from the nucleus by `-F / k`. -/
def polarizedConfig (k : ℝ) (F : Fin d → ℝ) (R : Fin 1 → Fin d → ℝ) : Config 1 N d :=
  (R, fun _ j => R 0 j - F j / k)

/-- For nonzero stiffness `k`, the harmonic atom has a translation-invariant energy. Where every
electron is displaced from the nucleus by `-F / k`, this energy is differentiable and the electrons
are in equilibrium in the field `F`. -/
theorem harmonic_atom_witness (k : ℝ) (hk : k ≠ 0) (F : Fin d → ℝ)
    (R : Fin 1 → Fin d → ℝ) :
    TranslationInvariant (harmonicEnergy (N := N) (d := d) k) ∧
    HasFDerivAt (harmonicEnergy (N := N) k)
      (harmonicDifferential k (polarizedConfig k F R)) (polarizedConfig k F R) ∧
    ∀ i : Fin N,
      electronForce (harmonicDifferential k (polarizedConfig k F R)) F i = 0 := by
  have happ : ∀ (i : Fin N) (j : Fin d) (p : Config 1 N d),
      displacement i j p = p.2 i j - p.1 0 j := fun _ _ _ => rfl
  refine ⟨?_, ?_, ?_⟩
  · intro c R x
    simp only [harmonicEnergy, happ, Pi.add_apply, add_sub_add_right_eq_sub]
  · -- differentiate each spring energy by the chain rule
    have hsq : ∀ s : ℝ, HasDerivAt (fun s : ℝ => k / 2 * s ^ 2) (k * s) s := by
      intro s
      simp only [pow_two]
      exact (((hasDerivAt_id' s).fun_mul (hasDerivAt_id' s)).const_mul (k / 2)).congr_deriv
        (by ring)
    exact HasFDerivAt.fun_sum fun i _ => HasFDerivAt.fun_sum fun j _ =>
      (hsq _).comp_hasFDerivAt _ (displacement i j).hasFDerivAt
  · intro i
    ext j
    -- the spring force balances the field
    have hcoef : ∀ l, k * (R 0 l - F l / k - R 0 l) = -F l := by
      intro l
      have h : k * (F l / k) = F l := by field_simp
      linear_combination -h
    simp only [electronForce, harmonicDifferential, sum_apply,
      smul_apply, smul_eq_mul, happ, polarizedConfig, hcoef,
      Pi.zero_apply, sub_zero]
    rw [Finset.sum_eq_single i, Finset.sum_eq_single j]
    · simp
    · intro b _ hb
      simp [hb]
    · simp
    · intro b _ hb
      simp [hb]
    · simp

end

end ScreenedNuclearForce
```

```lean
#print axioms ScreenedNuclearForce.sum_nuclearForce_of_equilibrium
#print axioms ScreenedNuclearForce.atom_nuclearForce_eq_bare_iff
```

```
'ScreenedNuclearForce.sum_nuclearForce_of_equilibrium' depends on axioms: [propext, Classical.choice, Quot.sound]
'ScreenedNuclearForce.atom_nuclearForce_eq_bare_iff' depends on axioms: [propext, Classical.choice, Quot.sound]
```

## Forces as components of a differential

A `Config M N d` is a pair of families of position vectors, first the nuclei and then the electrons. The indices `a : Fin M` and `i : Fin N` start at zero, so the nucleus of an atom has index `0`. An atom in ordinary space is the case $M=1$, $d=3$.

`TranslationInvariant U` says that $U$ is unchanged by any common shift of any configuration. Physically, the particles interact only with one another. A substrate, a confining potential or a clamped external charge inside $U$ would violate this. The energy in the uniform field also changes under a common shift, unless the total charge is zero. It is kept out of $U$, and the field enters through the force definitions.

The hypothesis `HasFDerivAt U dU q` says that the linear map `dU` is the derivative of $U$ at the configuration `q`. Differentiability is needed only there, so an energy that is singular where particles meet is allowed as long as `q` avoids those points. In the force on a nucleus, `Pi.single a (Pi.single k 1)` displaces nucleus `a` by one unit along axis `k` and leaves the other nuclei in place, while the `0` beside it leaves the electrons in place. Applied to this displacement, `dU` gives $\partial U/\partial R_{a,k}$. The function `nuclearForce` takes minus this value and adds `Z a * F k`, and `electronForce` does the same for charge $-1$. Charges are in units of the elementary charge, and the $Z_a$ may be any real numbers.

The equilibrium hypothesis `heq` states that the total force on every electron, field included, is zero. It stands for electrons that have fully responded to the field while the nuclei are held. A stationary point is enough, and stability is not required. The nuclei need not be in equilibrium: in an ion with $Z\neq N$ and a nonzero field, the nucleus has to be held in place.

Two theorems say more than the headline formula. `sum_all_forces` needs no equilibrium at all. `sum_nuclearForce_iff` shows that the nuclear sum has the value $(\sum_a Z_a-N)F$ exactly when the electron forces sum to zero. With two or more electrons, this can happen without each of them being zero.

That an equilibrium exists is assumed for a general $U$. For the harmonic atom, `harmonic_atom_witness` supplies one for every number of electrons, every dimension, every field and every nonzero stiffness. The electrons are classical points throughout, with no wavefunction, density or kinetic energy, and the field is uniform.

## From a common shift to single-particle displacements

`differential_translation` is the derivative along the common shift. The term `hU.hasLineDerivAt _` says that $t\mapsto U(q+t(c,c))$ has derivative `dU (fun _ => c, fun _ => c)` at zero. Translation invariance, used with the shift `t • c`, shows in `hc` that this function is constant, so its derivative is also zero. Uniqueness of derivatives equates the two values.

`sum_all_forces` works one component `k` at a time. The step `hsplit` writes the common unit shift along axis `k` as the sum of the unit shifts of the single particles. Because `dU` is linear, `map_add` and `map_sum` turn the vanishing derivative into

$$
\sum_a\frac{\partial U}{\partial R_{a,k}}+\sum_i\frac{\partial U}{\partial x_{i,k}}=0 .
$$

The `simp only` call then unfolds the forces and collects the field terms into $\sum_a Z_a F_k$ and $-NF_k$. The final `linear_combination -h` removes the gradient terms by the equation just displayed.

For `sum_nuclearForce_iff`, the right side $(\sum_a Z_a-N)F$ is replaced by the sum of all forces. The claim then has the form "$A=A+B$ exactly when $B=0$", which is `left_eq_add`. Electron equilibrium makes $B$ a sum of zeros, and this gives `sum_nuclearForce_of_equilibrium`. With one nucleus the sum has a single term, and `atom_nuclearForce` follows. In `atom_nuclearForce_eq_bare_iff`, the equation $ZF-NF=ZF$ is reduced to $NF=0$, and then to `N = 0 ∨ F = 0`.

The harmonic atom is built from `displacement i j`, the linear map that returns component `j` of $x_i-X$; here `k` is the stiffness and no longer an axis. Its three properties are proved in turn:

- A common shift cancels in every difference $x_i-X$, so the energy is translation invariant.
- The step `hsq` differentiates $\tfrac{k}{2}s^2$ to $ks$. The chain rule and the sum over electrons and components then give `harmonicDifferential`.
- The step `hcoef` computes $k(-F_l/k)=-F_l$. When one electron is displaced along one axis, only its own term survives in the double sum, which the two uses of `Finset.sum_eq_single` express. The spring force and the field then cancel.

## Hydrogen, a bare nucleus, and electrons alone

For $Z=N=1$ the force on the nucleus is zero whenever the electron is in equilibrium. With Coulomb attraction in three dimensions, a classical point electron has exactly one such position in a nonzero field, at the distance $|F|^{-1/2}$ from the nucleus in atomic units. It is a saddle point of the energy, so the theorem applies there, but this is not the polarised hydrogen atom of quantum mechanics. With $N=0$ and one nucleus, translation invariance makes the energy constant, and the nucleus feels the full $ZF$.

With no nuclei at all, the left side of the equilibrium formula is an empty sum, and the formula reads $0=-NF$. Electrons alone therefore cannot all be in equilibrium in a nonzero uniform field, however they interact with one another: nothing is left to hold them against it.

## The net force as a check on finite-field calculations

The theorem is a sum rule for classical point electrons. In an electronic-structure calculation with an applied field, the relaxed electron density takes the place of the positions $x_i$; that version would need its own proof.

In a projector augmented-wave calculation with frozen cores, $Z_a$ is the charge of the nucleus together with its core electrons, and $N$ counts the valence electrons. For an isolated molecule in a uniform field, the force on each ion contains the direct term $Z_aF$ and the pull of the polarised valence density. The expected sum over all ions is the net charge of the molecule times $F$, hence zero for a neutral one, up to convergence and grid errors.

If the direct term is added but the density is still the one relaxed without the field, the sum is close to $\sum_a Z_a F$ instead, which is easy to recognise. The check has to be made on the raw forces. A code that subtracts the net force before printing hides such an error, and for a charged molecule it also removes a force that is really there.
